# A Rigid Cosine Density on an N-Point Grid Feels No Force When the Energy Density Is a Polynomial of Degree below N

Put a single atom in a periodic cell and slide it sideways. Nothing physical has changed, so the energy should stay the same and the force on the atom should be zero. A plane-wave program, however, evaluates the exchange-correlation energy by summing a nonlinear function of the density over a fixed real-space grid. The atom moves and the grid does not, so the energy can ripple as the atom passes from one grid point to the next. This ripple is often called the egg-box effect.

A one-dimensional model gives a condition under which the ripple is absent, and an example in which it appears. The cell has length 1, and an atom at x carries the density

ρ(r) = 1 + a cos 2π(r − x),

which moves with the atom without changing shape. With a local energy density f(ρ) and grid points r = j/N, j = 0, …, N − 1, the grid energy is

E(x) = (1/N) Σⱼ f(ρ(j/N)).

If f is a polynomial of degree below N, E does not depend on x and the force −dE/dx vanishes. For f(ρ) = ρ³, four or more points give E = 1 + 3a²/2 everywhere, while three points give

E(x) = 1 + 3a²/2 + (a³/4) cos 6πx,

and with it a spurious force whenever a ≠ 0.

## Harmonics that cancel and harmonics that alias

Write θⱼ = 2π(j/N − x) for the phase at grid point j. Take a harmonic of order m with 0 < m < N and set s = πm/N. The phase mθⱼ grows by 2s from one point to the next, so

2 sin s · cos mθⱼ = sin(mθⱼ + s) − sin(mθⱼ − s) = sin(mθⱼ₊₁ − s) − sin(mθⱼ − s).

Summed over j, the right-hand side telescopes to sin(mθ_N − s) − sin(mθ₀ − s). The two phases differ by 2πm, so this is zero. Since 0 < s < π, sin s is positive, and therefore

Σⱼ cos mθⱼ = 0 for 0 < m < N.

Next consider powers of the cosine. Define

S(k, m) = Σⱼ cosᵏθⱼ cos mθⱼ.

This sum is independent of x whenever k + m < N, by induction on k. For k = 0 it is N if m = 0, and zero otherwise. For the step, S(k+1, 0) = S(k, 1), and the product formula for cosines gives

S(k+1, m+1) = ½ [S(k, m+2) + S(k, m)].

In every case the two arguments on the right still add up to less than N, so the induction hypothesis applies.

If f is a polynomial of degree below N, then f(1 + a cos θ) is a polynomial in cos θ of no higher degree. Its grid sum is a combination of the sums S(k, 0) with k < N, none of which depends on x. The energy is constant and its derivative is zero.

For the cube, use cos²θ = (1 + cos 2θ)/2 and cos³θ = (3 cos θ + cos 3θ)/4:

(1 + a cos θ)³ = (1 + 3a²/2) + (3a + 3a³/4) cos θ + (3a²/2) cos 2θ + (a³/4) cos 3θ.

With N ≥ 3 the first and second harmonics cancel over the grid. With N ≥ 4 the third cancels too, leaving 1 + 3a²/2. With N = 3, however,

3θⱼ = 2πj − 6πx,

so the third harmonic has the value cos 6πx at all three points. The grid cannot tell it from a constant: it is aliased. Differentiating gives the force

−dE/dx = (3π/2) a³ sin 6πx,

which equals (3π/2) a³ at x = 1/12.

The case N = 3 also shows what fails when the degree is allowed to reach N. Take a = 1. At x = 0 the sampled densities are 2, 1/2 and 1/2, and the average of their cubes is 2.75. At x = 1/6 they are 3/2, 3/2 and 0, and the average is 2.25.

## The density and the grid energy in Lean

```lean
import Mathlib

open Finset Real

namespace EggBoxForce

noncomputable section
```

The arguments of `density a x r` are the modulation amplitude, the atom's position and the point of observation, all real and dimensionless.

```lean
/-- The density at `r` of an atom at `x` in a periodic cell of length one, with modulation
amplitude `a`. -/
def density (a x r : ℝ) : ℝ := 1 + a * cos (2 * π * (r - x))
```

In `gridEnergy f N a x`, the energy density `f` is any real function, and `range N` runs over j = 0, …, N − 1. Dividing by `N` makes the result an average, which for a cell of length 1 is also the energy per cell.

```lean
/-- The average of the local energy density `f(ρ)` over the `N ≥ 1` grid points `r = j/N`,
for an atom at `x`. -/
def gridEnergy (f : ℝ → ℝ) (N : ℕ) (a x : ℝ) : ℝ :=
  (∑ j ∈ range N, f (density a x ((j : ℝ) / N))) / N
```

These definitions fix the idealisations. There is one dimension, one atom and a single Fourier component; the density does not respond self-consistently, and no kinetic, electrostatic or PAW augmentation terms enter. The amplitude may be any real number, although the density is non-negative everywhere only for |a| ≤ 1.

## Position independence below degree N

The first theorem is the cancellation of harmonics. Its hypotheses 0 < m and m < N are the ones used above, and `x` is arbitrary.

```lean
/-- A harmonic of order `m` with `0 < m < N` sums to zero over the `N` grid points, wherever
the atom sits. -/
theorem harmonic_sum_zero {N m : ℕ} (hm : 0 < m) (hmN : m < N) (x : ℝ) :
    ∑ j ∈ range N, cos ((m : ℝ) * (2 * π * ((j : ℝ) / N - x))) = 0 := by
  have hm' : (0 : ℝ) < m := by exact_mod_cast hm
  have hmN' : (m : ℝ) < N := by exact_mod_cast hmN
  have hN : (0 : ℝ) < N := hm'.trans hmN'
  have hs : 0 < sin (π * m / N) := by
    apply Real.sin_pos_of_pos_of_lt_pi
    · positivity
    · rw [div_lt_iff₀ hN]
      nlinarith [mul_pos Real.pi_pos (sub_pos.2 hmN')]
  -- multiplied by 2 sin(πm/N), the sum telescopes
  have step : ∀ j : ℕ, 2 * sin (π * m / N) * cos ((m : ℝ) * (2 * π * ((j : ℝ) / N - x))) =
      sin ((m : ℝ) * (2 * π * (((j + 1 : ℕ) : ℝ) / N - x)) - π * m / N) -
      sin ((m : ℝ) * (2 * π * ((j : ℝ) / N - x)) - π * m / N) := by
    intro j
    have e : (m : ℝ) * (2 * π * (((j + 1 : ℕ) : ℝ) / N - x)) - π * m / N =
        (m : ℝ) * (2 * π * ((j : ℝ) / N - x)) + π * m / N := by
      push_cast
      ring
    rw [e, Real.sin_add, Real.sin_sub]
    ring
  -- the two ends differ by m full periods
  have ends : (m : ℝ) * (2 * π * ((N : ℝ) / N - x)) - π * m / N =
      ((m : ℝ) * (2 * π * (((0 : ℕ) : ℝ) / N - x)) - π * m / N) + (m : ℝ) * (2 * π) := by
    rw [div_self hN.ne', Nat.cast_zero]
    ring
  have total : 2 * sin (π * m / N) *
      ∑ j ∈ range N, cos ((m : ℝ) * (2 * π * ((j : ℝ) / N - x))) = 0 := by
    rw [Finset.mul_sum, Finset.sum_congr rfl (fun j _ => step j),
      Finset.sum_range_sub
        (fun j : ℕ => sin ((m : ℝ) * (2 * π * ((j : ℝ) / N - x)) - π * m / N)) N]
    rw [ends, Real.sin_add_nat_mul_two_pi, sub_self]
  exact (mul_eq_zero.1 total).resolve_left (by positivity)
```

The proof follows the telescoping argument. `hs` shows that sin(πm/N) is positive, `step` writes each term as a difference of sines, and `ends` says that the first and last phases differ by m full periods. `Finset.sum_range_sub` collapses the sum, and the positive sine factor is then removed from the product.

The next theorem says that, when k + m < N, S(k, m) takes the same value for atoms at `x` and at `y`. This is how independence of position is expressed here and in the general energy theorem.

```lean
/-- The grid sum of `cosᵏ` times the harmonic of order `m` is the same for atoms at `x` and
at `y`, provided `k + m < N`. -/
theorem cos_pow_sum_invariant {N : ℕ} (x y : ℝ) (k m : ℕ) (h : k + m < N) :
    ∑ j ∈ range N, cos (2 * π * ((j : ℝ) / N - x)) ^ k *
        cos ((m : ℝ) * (2 * π * ((j : ℝ) / N - x))) =
      ∑ j ∈ range N, cos (2 * π * ((j : ℝ) / N - y)) ^ k *
        cos ((m : ℝ) * (2 * π * ((j : ℝ) / N - y))) := by
  induction k generalizing m with
  | zero =>
    rcases Nat.eq_zero_or_pos m with rfl | hm
    · simp only [pow_zero, Nat.cast_zero, zero_mul, Real.cos_zero]
    · simp only [pow_zero, one_mul]
      rw [harmonic_sum_zero hm (by omega), harmonic_sum_zero hm (by omega)]
  | succ k ih =>
    cases m with
    | zero =>
      have h1 := ih 1 (by omega)
      simpa only [Nat.cast_zero, zero_mul, Real.cos_zero, mul_one, pow_succ, Nat.cast_one,
        one_mul] using h1
    | succ m =>
      -- one factor of the cosine shifts the harmonic up and down by one
      have key : ∀ t : ℝ, cos t ^ (k + 1) * cos (((m + 1 : ℕ) : ℝ) * t) =
          (cos t ^ k * cos (((m + 2 : ℕ) : ℝ) * t) + cos t ^ k * cos ((m : ℝ) * t)) / 2 := by
        intro t
        have e1 : ((m + 2 : ℕ) : ℝ) * t = ((m + 1 : ℕ) : ℝ) * t + t := by
          push_cast
          ring
        have e2 : (m : ℝ) * t = ((m + 1 : ℕ) : ℝ) * t - t := by
          push_cast
          ring
        rw [e1, e2, Real.cos_add, Real.cos_sub]
        ring
      simp only [key, ← Finset.sum_div, Finset.sum_add_distrib]
      rw [ih (m + 2) (by omega), ih m (by omega)]
```

The induction on `k` is carried out for all `m` at once (`generalizing m`), because the step calls on neighbouring harmonics. The identity `key` is the product formula, turning the harmonic of order m + 1 into those of orders m + 2 and m.

The general energy theorem takes a real polynomial `p` as the energy density. The condition `p.natDegree < N` says that its degree is below the number of grid points; it also forces N ≥ 1, and for N = 1 it admits only constants.

```lean
/-- If the local energy density is a polynomial in the density of degree below the number `N`
of grid points, the grid energy does not depend on the position of the atom. -/
theorem gridEnergy_invariant (p : Polynomial ℝ) {N : ℕ} (hp : p.natDegree < N) (a x y : ℝ) :
    gridEnergy (fun ρ => p.eval ρ) N a x = gridEnergy (fun ρ => p.eval ρ) N a y := by
  -- rewrite the energy density as a polynomial in the cosine
  obtain ⟨q, hq, ev⟩ : ∃ q : Polynomial ℝ, q.natDegree < N ∧
      ∀ c : ℝ, p.eval (1 + a * c) = q.eval c := by
    refine ⟨p.comp (Polynomial.C a * Polynomial.X + Polynomial.C 1), ?_, ?_⟩
    · refine lt_of_le_of_lt (Polynomial.natDegree_comp_le.trans ?_) hp
      exact (Nat.mul_le_mul_left _ Polynomial.natDegree_linear_le).trans (by simp)
    · intro c
      simp [Polynomial.eval_comp, add_comm]
  have S : ∀ z : ℝ, ∑ j ∈ range N, q.eval (cos (2 * π * ((j : ℝ) / N - z))) =
      ∑ k ∈ range N, q.coeff k * ∑ j ∈ range N, cos (2 * π * ((j : ℝ) / N - z)) ^ k := by
    intro z
    simp only [Polynomial.eval_eq_sum_range' hq, Finset.mul_sum]
    exact Finset.sum_comm
  simp only [gridEnergy, density, ev]
  rw [S x, S y]
  congr 1
  refine Finset.sum_congr rfl fun k hk => ?_
  have h := cos_pow_sum_invariant x y k 0 (by simpa using hk)
  simp only [Nat.cast_zero, zero_mul, Real.cos_zero, mul_one] at h
  rw [h]
```

The polynomial `q` is `p` composed with 1 + a·c, where c stands for the cosine, and its degree is bounded by that of `p`. The statement `S` expands `q` in powers of the cosine and exchanges the two sums. Each power is then handled by the previous theorem with m = 0.

The force is the derivative of minus the grid energy with respect to the atom's position. `HasDerivAt g d x` means that `g` is differentiable at `x` with derivative `d`, so the next theorem says that the force exists and is zero at every position.

```lean
/-- If the local energy density is a polynomial in the density of degree below the number `N` of
grid points, the force on the atom, the derivative of minus the grid energy with respect to its
position, is zero everywhere. -/
theorem force_zero (p : Polynomial ℝ) {N : ℕ} (hp : p.natDegree < N) (a x : ℝ) :
    HasDerivAt (fun y => -gridEnergy (fun ρ => p.eval ρ) N a y) 0 x := by
  have h : (fun y => -gridEnergy (fun ρ => p.eval ρ) N a y) =
      fun _ => -gridEnergy (fun ρ => p.eval ρ) N a x :=
    funext fun y => by rw [gridEnergy_invariant p hp a y x]
  rw [h]
  exact hasDerivAt_const _ _
```

The proof replaces the energy by its value at one fixed position and differentiates a constant.

## The cubic energy density on three points and on more

For ρ³ and N ≥ 3, the following theorem isolates the one harmonic whose fate depends on N.

```lean
/-- For the energy density `ρ³` and at least three grid points, the grid energy is
`1 + 3a²/2` plus `a³/4` times the grid average of the third harmonic. -/
theorem cubic_energy {N : ℕ} (hN : 3 ≤ N) (a x : ℝ) :
    gridEnergy (fun ρ => ρ ^ 3) N a x = 1 + 3 * a ^ 2 / 2 +
      a ^ 3 / 4 * ((∑ j ∈ range N, cos (3 * (2 * π * ((j : ℝ) / N - x)))) / N) := by
  have hN0 : (N : ℝ) ≠ 0 := by
    have : N ≠ 0 := by omega
    exact_mod_cast this
  have h1 := harmonic_sum_zero (N := N) (m := 1) (by omega) (by omega) x
  have h2 := harmonic_sum_zero (N := N) (m := 2) (by omega) (by omega) x
  simp only [Nat.cast_one, one_mul] at h1
  simp only [Nat.cast_ofNat] at h2
  have key : ∀ t : ℝ, (1 + a * cos t) ^ 3 = (1 + 3 * a ^ 2 / 2) +
      (3 * a + 3 * a ^ 3 / 4) * cos t + (3 * a ^ 2 / 2) * cos (2 * t) +
      (a ^ 3 / 4) * cos (3 * t) := by
    intro t
    rw [Real.cos_two_mul, Real.cos_three_mul]
    ring
  simp only [gridEnergy, density, key, Finset.sum_add_distrib, ← Finset.mul_sum, h1, h2,
    Finset.sum_const, Finset.card_range, nsmul_eq_mul]
  linear_combination (1 + 3 * a ^ 2 / 2) * mul_inv_cancel₀ hN0
```

Here `key` is the expansion of the cube in harmonics, while `h1` and `h2` remove the first and second. What remains is the constant and the grid average of the third harmonic.

With four or more points, the cancellation theorem applies to m = 3 as well.

```lean
/-- With four or more grid points the grid energy for `ρ³` is `1 + 3a²/2` at every position
of the atom. -/
theorem cubic_energy_fine {N : ℕ} (hN : 4 ≤ N) (a x : ℝ) :
    gridEnergy (fun ρ => ρ ^ 3) N a x = 1 + 3 * a ^ 2 / 2 := by
  have h3 := harmonic_sum_zero (N := N) (m := 3) (by omega) (by omega) x
  simp only [Nat.cast_ofNat] at h3
  rw [cubic_energy (by omega), h3]
  ring
```

With exactly three points it does not apply, and the third harmonic has to be evaluated.

```lean
/-- With three grid points the grid energy for `ρ³` is `1 + 3a²/2` plus `(a³/4) cos 6πx`. -/
theorem cubic_energy_three (a x : ℝ) :
    gridEnergy (fun ρ => ρ ^ 3) 3 a x =
      1 + 3 * a ^ 2 / 2 + a ^ 3 / 4 * cos (6 * π * x) := by
  -- the third harmonic takes the same value at all three grid points
  have h : ∀ j : ℕ, cos (3 * (2 * π * ((j : ℝ) / ((3 : ℕ) : ℝ) - x))) = cos (6 * π * x) := by
    intro j
    have e : 3 * (2 * π * ((j : ℝ) / ((3 : ℕ) : ℝ) - x)) = (j : ℝ) * (2 * π) - 6 * π * x := by
      push_cast
      ring
    rw [e, Real.cos_nat_mul_two_pi_sub]
  rw [cubic_energy le_rfl]
  simp only [h, Finset.sum_const, Finset.card_range, nsmul_eq_mul]
  push_cast
  ring
```

The statement `h` records the aliasing: for every `j`, the phase is a whole number of turns minus 6πx, so the cosine is the same at each grid point.

The force follows by differentiating this closed form.

```lean
/-- With three grid points and energy density `ρ³`, the force on the atom is
`(3π/2) a³ sin 6πx`. -/
theorem spurious_force (a x : ℝ) :
    HasDerivAt (fun y => -gridEnergy (fun ρ => ρ ^ 3) 3 a y)
      (3 * π / 2 * a ^ 3 * sin (6 * π * x)) x := by
  simp only [cubic_energy_three]
  have h1 : HasDerivAt (fun y : ℝ => 6 * π * y) (6 * π) x := by
    simpa using (hasDerivAt_id' x).const_mul (6 * π)
  have h2 : HasDerivAt (fun y : ℝ => cos (6 * π * y)) (-sin (6 * π * x) * (6 * π)) x := h1.cos
  have h3 := ((h2.const_mul (a ^ 3 / 4)).const_add (1 + 3 * a ^ 2 / 2)).fun_neg
  exact h3.congr_deriv (by ring)
```

`h1` and `h2` are the chain rule for cos 6πy; the constant factor, the added constant and the overall minus sign are then put in.

The last theorem states when the force is present: some position with nonzero force exists if and only if a ≠ 0. It does not say that the force is nonzero everywhere, and indeed it vanishes at x = 0.

```lean
/-- With three grid points and energy density `ρ³`, the force is nonzero at some position of
the atom exactly when the modulation amplitude `a` is nonzero. -/
theorem spurious_force_iff (a : ℝ) :
    (∃ x, deriv (fun y => -gridEnergy (fun ρ => ρ ^ 3) 3 a y) x ≠ 0) ↔ a ≠ 0 := by
  constructor
  · rintro ⟨x, hx⟩ ha
    apply hx
    rw [(spurious_force a x).deriv, ha]
    ring
  · intro ha
    -- the force is largest in magnitude at x = 1/12
    refine ⟨1 / 12, ?_⟩
    have e : 6 * π * (1 / 12) = π / 2 := by ring
    rw [(spurious_force a (1 / 12)).deriv, e, Real.sin_pi_div_two]
    positivity

end

end EggBoxForce
```

If a = 0, the formula gives zero at every position. If a ≠ 0, the proof takes x = 1/12, where the sine equals 1.

```lean
#print axioms EggBoxForce.gridEnergy_invariant
-- 'EggBoxForce.gridEnergy_invariant' depends on axioms: [propext, Classical.choice, Quot.sound]
#print axioms EggBoxForce.force_zero
-- 'EggBoxForce.force_zero' depends on axioms: [propext, Classical.choice, Quot.sound]
#print axioms EggBoxForce.cubic_energy_fine
-- 'EggBoxForce.cubic_energy_fine' depends on axioms: [propext, Classical.choice, Quot.sound]
#print axioms EggBoxForce.spurious_force_iff
-- 'EggBoxForce.spurious_force_iff' depends on axioms: [propext, Classical.choice, Quot.sound]
```

## Aliasing in a plane-wave calculation

In a plane-wave code, the sum in `gridEnergy` corresponds to the loop that evaluates the exchange-correlation energy of a local density functional: the density is obtained on the real-space grid with the help of fast Fourier transforms, a function of it is computed at each point, and the values are added with equal weights. The nonlinear function generates harmonics beyond those in the density, and those that the grid cannot resolve are aliased. For this rigid density with one harmonic, the theorems give a sufficient grid size for any polynomial energy density. Actual functionals are generally not polynomials; local exchange, for instance, goes as ρ^(4/3), so a finer grid can be expected to reduce the ripple without removing it altogether.

A practical check is to shift all atoms together by several different fractions of the grid spacing and compare the energies; a single shift can happen to join two positions of equal energy. In the three-point model the ripple has period 1/3, exactly one grid spacing, so a shift by a whole spacing would reveal nothing.

The same error shows up as a drift force, a nonzero sum of the forces on all atoms when no external field acts. With one atom in the cell, the spurious force found here is that sum. Subtracting the mean force from every atom sets the sum to zero, but the energy still depends on where the structure sits relative to the grid. A denser grid acts on the cause.
